# Screw-axis filling with spin–orbit coupling: \(\operatorname{tr} S(k)=0\) and \(4\mid N\)

A Berry phase, or a set of Wannier functions built without disentanglement, is computed for a number \(N\) of bands treated as an isolated set. Take a non-magnetic crystal of space group \(P2_1\) with spin–orbit coupling. In a non-interacting band picture, a set that stays separated from all other bands along the screw axis must have \(N\) divisible by four; each spinor band holds one electron per cell, so the same condition falls on the electron count of a band insulator. The condition comes from the matrix \(S_{mn}(k)=\langle\psi_{mk}|g|\psi_{nk}\rangle\) of the screw operation \(g\) between the chosen orthonormal Bloch states \(\psi_{nk}\). Its trace does not depend on the basis within the set, so the vanishing trace can be tested on raw eigenvectors.

## Setting

The screw is a rotation by \(\pi\) followed by half a lattice translation along the axis. Applied twice it gives a full translation, with Bloch factor \(e^{-ik}\) for the dimensionless momentum \(k\in[0,2\pi]\) along the axis, and a rotation by \(2\pi\), which is \(-1\) on half-integer spin. Hence \(S(k)^2=-e^{-ik}\,\mathbb 1\). The finite type `n` labels the bands, and \(N\) is `Fintype.card n`, with \(N=0\) allowed.

```lean
import Mathlib

open Complex Set
open scoped Matrix Real ComplexConjugate

noncomputable section

namespace ScrewFilling

variable {n : Type*} [Fintype n] [DecidableEq n]
```

`IsScrewFamily S` collects three conditions: `cont`, continuity of \(S\) on \([0,2\pi]\); `square`, the relation above; and `periodic`, \(S(2\pi)=S(0)\). They are assumed. No Hamiltonian, gap or space group occurs in them, and the existence of a continuous, periodic basis along the line for an isolated set of bands is used without proof. Unitarity of \(S(k)\) is not required.

```lean
/-- Bloch matrices of a spinful twofold screw along its axis: continuous on `[0, 2π]`, squaring
to `-exp(-ik)`, and equal at the two ends. -/
structure IsScrewFamily (S : ℝ → Matrix n n ℂ) : Prop where
  cont : ContinuousOn S (Icc 0 (2 * π))
  square : ∀ k ∈ Icc 0 (2 * π), S k * S k = (-exp (-(k * I))) • (1 : Matrix n n ℂ)
  periodic : S (2 * π) = S 0
```

The function `branch` is \(\mu(k)=i\,e^{-ik/2}\).

```lean
/-- The function `i exp(-ik/2)` of the momentum `k`. -/
def branch (k : ℝ) : ℂ := I * exp (-((k : ℂ) / 2) * I)
```

For a matrix \(M\) and a number \(\mu\), `sector M μ` is the eigenspace \(E_\mu(M)\subseteq\mathbb C^N\), equal to \(\{0\}\) when \(\mu\) is not an eigenvalue. Its dimension is `Module.finrank ℂ (sector M μ)`.

```lean
/-- The eigenspace of the matrix `M` for the value `μ`. -/
def sector (M : Matrix n n ℂ) (μ : ℂ) : Submodule ℂ (n → ℂ) :=
  Module.End.eigenspace (Matrix.toLin' M) μ
```

## (a) Membership in a sector

*Task.* Show that \(v\in E_\mu(M)\) if and only if \(Mv=\mu v\).

*Solution.* This is the definition of an eigenspace, applied to the linear map \(v\mapsto Mv\), which Lean writes `M *ᵥ v`.

```lean
/-- A vector lies in the `μ`-sector of `M` exactly when `M v = μ v`. -/
theorem mem_sector {M : Matrix n n ℂ} {μ : ℂ} {v : n → ℂ} :
    v ∈ sector M μ ↔ M *ᵥ v = μ • v :=
  Module.End.mem_eigenspace_iff.trans (by rw [Matrix.toLin'_apply])
```

## (b) The square-root branch

*Task.* Show that \(\mu(k)\neq0\), \(\mu(k)^2=-e^{-ik}\), \(\mu(2\pi)=-\mu(0)\) and \(\mu(\pi)=1\).

*Solution.* Both factors of \(\mu(k)\) are nonzero. Squaring gives \(i^2e^{-ik/2}e^{-ik/2}=-e^{-ik}\). At the ends, \(\mu(0)=i\) and \(\mu(2\pi)=ie^{-i\pi}=-i\). At the zone boundary, \(\mu(\pi)=i\,(\cos\frac\pi2-i\sin\frac\pi2)=-i^2=1\). The four goals of `branch_spec` follow these lines, the last through `exp_mul_I` and `I_mul_I`.

```lean
/-- The branch is a nonzero square root of `-exp(-ik)`, changes sign between `0` and `2π`,
and equals `1` at `k = π`. -/
theorem branch_spec : (∀ k, branch k ≠ 0) ∧ (∀ k : ℝ, branch k ^ 2 = -exp (-(k * I))) ∧
    branch (2 * π) = -branch 0 ∧ branch π = 1 := by
  refine ⟨fun k => mul_ne_zero I_ne_zero (exp_ne_zero _), fun k => ?_, ?_, ?_⟩
  · have h : -((k : ℂ) / 2) * I + -((k : ℂ) / 2) * I = -(k * I) := by ring
    rw [branch, mul_pow, I_sq, pow_two, ← Complex.exp_add, h]
    ring
  · have h : -(((2 * π : ℝ) : ℂ) / 2) * I = -(π * I) := by push_cast; ring
    rw [branch, branch, h, Complex.exp_neg, exp_pi_mul_I]
    simp
  · rw [branch, exp_mul_I, Complex.cos_neg, Complex.sin_neg, Complex.cos_pi_div_two,
      Complex.sin_pi_div_two]
    linear_combination (-1 : ℂ) * I_mul_I
```

## (c) Trace of a matrix with scalar square

*Task.* Let \(M^2=\mu^2\mathbb 1\) with \(\mu\neq0\) and \(d=\dim E_\mu(M)\). Show \(\operatorname{tr}M=\mu(2d-N)\).

*Solution.* Put \(P=\frac12(\mathbb 1+M/\mu)\). For any vector \(x\),
\[
MPx=\tfrac12\left(Mx+\mu^2x/\mu\right)=\mu\cdot\tfrac12\left(x+Mx/\mu\right)=\mu Px ,
\]
so \(P\) maps into \(E_\mu(M)\). If \(Mx=\mu x\), then \(Px=\frac12(x+x)=x\). Thus \(P\) is a projection onto \(E_\mu(M)\), not necessarily orthogonal, and its trace is \(d\):
\[
d=\tfrac12\left(N+\operatorname{tr}M/\mu\right).
\]
Multiplying by \(2\mu\) gives the claim. The two properties of \(P\) are the two goals in `hproj`, `hproj.trace` is \(\operatorname{tr}P=d\), and the closing `linear_combination` multiplies by \(2\mu\).

```lean
/-- If `M² = μ²` with `μ ≠ 0`, then `tr M = μ (2d - N)` with `d` the dimension of the
`μ`-sector. -/
theorem trace_of_sq {M : Matrix n n ℂ} {μ : ℂ} (hμ : μ ≠ 0)
    (h : M * M = μ ^ 2 • (1 : Matrix n n ℂ)) :
    M.trace = μ * (2 * (Module.finrank ℂ (sector M μ) : ℂ) - Fintype.card n) := by
  have hMM : ∀ x, M *ᵥ (M *ᵥ x) = μ ^ 2 • x := fun x => by
    rw [Matrix.mulVec_mulVec, h]
    rw [Matrix.smul_mulVec, Matrix.one_mulVec]
  -- the projector (1 + M/μ)/2 onto the sector
  obtain ⟨P, hPdef⟩ : ∃ P : (n → ℂ) →ₗ[ℂ] (n → ℂ),
      P = (1 / 2 : ℂ) • (LinearMap.id + μ⁻¹ • Matrix.toLin' M) := ⟨_, rfl⟩
  have hP : ∀ x, P x = (1 / 2 : ℂ) • (x + μ⁻¹ • M *ᵥ x) := fun x => by simp [hPdef]
  have hproj : LinearMap.IsProj (sector M μ) P := by
    constructor
    · intro x
      rw [mem_sector, hP, Matrix.mulVec_smul, Matrix.mulVec_add, Matrix.mulVec_smul, hMM]
      match_scalars <;> (field_simp; try ring)
    · intro x hx
      rw [hP, mem_sector.1 hx]
      match_scalars
      field_simp
      ring
  have ht := hproj.trace
  simp only [hPdef, map_smul, map_add, LinearMap.trace_id, Matrix.trace_toLin'_eq,
    Module.finrank_fintype_fun_eq_card, smul_eq_mul] at ht
  linear_combination 2 * μ * ht - M.trace * mul_inv_cancel₀ hμ
```

## (d) A continuous count is constant

*Task.* Let \(d\) take natural-number values and be continuous, as a real function, on \([a,b]\). Show \(d(x)=d(y)\) for all \(x,y\in[a,b]\).

*Solution.* Suppose \(d(x)<d(y)\). Then \(d(x)+1\le d(y)\), so \(d(x)+\frac12\) lies between the two values, and the intermediate value theorem gives a point \(z\) with \(d(z)=d(x)+\frac12\). Then \(2d(z)=2d(x)+1\), an even number equal to an odd one. The same argument excludes \(d(y)<d(x)\). In Lean, `key` is the one-sided statement and is used in both orders.

```lean
/-- A count that varies continuously over an interval is constant. -/
theorem count_const {d : ℝ → ℕ} {a b : ℝ} (hd : ContinuousOn (fun x => (d x : ℝ)) (Icc a b))
    {x y : ℝ} (hx : x ∈ Icc a b) (hy : y ∈ Icc a b) : d x = d y := by
  have key : ∀ x ∈ Icc a b, ∀ y ∈ Icc a b, ¬ d x < d y := by
    intro x hx y hy hlt
    have h1 : (d x : ℝ) + 1 ≤ d y := by exact_mod_cast hlt
    obtain ⟨z, -, hz⟩ := isPreconnected_Icc.intermediate_value hx hy hd
      (show (d x : ℝ) + 1 / 2 ∈ Icc (d x : ℝ) (d y) from ⟨by linarith, by linarith⟩)
    have hz' : (d z : ℝ) = d x + 1 / 2 := hz
    have h2 : (2 * d z : ℝ) = 2 * d x + 1 := by linarith
    have h3 : 2 * d z = 2 * d x + 1 := by exact_mod_cast h2
    omega
  have := key x hx y hy
  have := key y hy x hx
  omega
```

## (e) The branch sector fills half the space

*Task.* For a screw family, let \(d(k)=\dim E_{\mu(k)}(S(k))\). Show \(2d(k)=N\) for every \(k\in[0,2\pi]\).

*Solution.* By (b), \(S(k)^2=\mu(k)^2\mathbb 1\) with \(\mu(k)\ne0\), so (c) gives
\[
d(k)=\tfrac12\left(\operatorname{tr}S(k)/\mu(k)+N\right).
\]
The right side is continuous in \(k\), so by (d) \(d(k)\) has one value \(d\) on the whole interval. At the two ends, using \(S(2\pi)=S(0)\) and \(\mu(2\pi)=-\mu(0)\),
\[
\operatorname{tr}S(0)=\mu(0)(2d-N),\qquad \operatorname{tr}S(0)=-\mu(0)(2d-N).
\]
Subtracting gives \(\mu(0)(2d-N)=0\), hence \(2d=N\). In the proof, `hc` takes the real part to obtain a real continuous function, `hd` identifies it with the dimension, `e0` and `e2` are the two displayed equations, and `hz` is their difference.

It is easy to lose the periodicity condition by a choice of basis. If the Bloch sums carry the orbital positions in their phases, the screw matrix of a two-site chain is \(e^{-ik/2}\) times a constant matrix and changes sign between \(0\) and \(2\pi\); such a family does not satisfy `periodic` and must first be transformed to a periodic basis. The \(1\times1\) family \(S(k)=\mu(k)\) is continuous, has the right square and has nonzero trace, and periodicity is the condition it fails.

```lean
/-- For a screw family `S` and every `k` in `[0, 2π]`, the sector of `S k` for the value `i exp(-ik/2)` has half the total
dimension. -/
theorem sector_half {S : ℝ → Matrix n n ℂ} (hS : IsScrewFamily S) {k : ℝ}
    (hk : k ∈ Icc 0 (2 * π)) :
    2 * Module.finrank ℂ (sector (S k) (branch k)) = Fintype.card n := by
  obtain ⟨hne, hsq, hflip, -⟩ := branch_spec
  have htr := fun q (hq : q ∈ Icc 0 (2 * π)) =>
    trace_of_sq (hne q) (by rw [hsq]; exact hS.square q hq)
  have ht : ContinuousOn (fun q => (S q).trace) (Icc 0 (2 * π)) :=
    (continuous_id.matrix_trace).comp_continuousOn hS.cont
  have hb : Continuous branch := by unfold branch; fun_prop
  have hc : ContinuousOn (fun q => (((S q).trace / branch q + Fintype.card n) / 2).re)
      (Icc 0 (2 * π)) :=
    Complex.continuous_re.comp_continuousOn
      (((ht.div hb.continuousOn fun q _ => hne q).add continuousOn_const).div_const 2)
  -- the sector dimension is continuous, hence constant
  have hd : ContinuousOn (fun q => (Module.finrank ℂ (sector (S q) (branch q)) : ℝ))
      (Icc 0 (2 * π)) := by
    refine hc.congr fun q hq => ?_
    have hg : ((S q).trace / branch q + Fintype.card n) / 2
        = (Module.finrank ℂ (sector (S q) (branch q)) : ℂ) := by
      rw [htr q hq, mul_div_cancel_left₀ _ (hne q)]
      ring
    simp only [hg, natCast_re]
  have h0 : (0 : ℝ) ∈ Icc 0 (2 * π) := ⟨le_rfl, by positivity⟩
  have h2 : 2 * π ∈ Icc 0 (2 * π) := ⟨by positivity, le_rfl⟩
  -- the branch changes sign around the zone while the trace returns to itself
  have e0 := htr 0 h0
  have e2 := htr _ h2
  rw [count_const hd h0 hk] at e0
  rw [count_const hd h2 hk, hS.periodic, hflip] at e2
  have hz : branch 0 * (2 * (Module.finrank ℂ (sector (S k) (branch k)) : ℂ)
      - Fintype.card n) = 0 := by linear_combination (e2 - e0) / 2
  have := sub_eq_zero.1 ((mul_eq_zero.1 hz).resolve_left (hne 0))
  exact_mod_cast this
```

## (f) Kramers' evenness

*Task.* Let \(V\) be a complex space of finite dimension \(D\) and \(\Theta\) an antilinear map on \(V\), that is, additive with \(\Theta(cv)=\bar c\,\Theta v\), such that \(\Theta^2=-1\). Show that \(D\) is even.

*Solution.* Choose a basis \(b_j\) and define the matrix \(U\) by \(\Theta b_j=\sum_kU_{kj}b_k\), so that \(\Theta=UK\) with \(K\) the conjugation of coordinates. Then
\[
-b_j=\Theta^2b_j=\sum_k\overline{U_{kj}}\,\Theta b_k=\sum_i\Big(\sum_kU_{ik}\overline{U_{kj}}\Big)b_i ,
\]
so \(U\bar U=-\mathbb 1\), with \(\bar U\) the entrywise conjugate. Determinants give \(|\det U|^2=(-1)^D\), which is impossible for odd \(D\). The type `V →ₗ⋆[ℂ] V` is that of antilinear maps; no inner product is present, so \(\Theta\) need not preserve norms. The statement concerns a dimension, and degeneracy of energy levels is what it yields when \(V\) is taken to be an eigenspace of a Hamiltonian commuting with \(\Theta\). The step `hU` is \(U\bar U=-\mathbb 1\), `hd` is \(\det\bar U=\overline{\det U}\), and `normSq_nonneg` supplies the contradiction.

```lean
/-- A finite-dimensional complex space carrying an antilinear `Θ` with `Θ² = -1` has
even dimension. -/
theorem kramers_even {V : Type*} [AddCommGroup V] [Module ℂ V] [FiniteDimensional ℂ V]
    (Θ : V →ₗ⋆[ℂ] V) (hΘ : ∀ v, Θ (Θ v) = -v) : Even (Module.finrank ℂ V) := by
  let b := Module.finBasis ℂ V
  let U := Matrix.of fun i j => b.repr (Θ (b j)) i
  -- in a basis Θ = U K with U conj(U) = -1
  have hU : U * U.map conj = -1 := by
    ext i j
    have h1 : Θ (b j) = ∑ k, U k j • b k := (b.sum_repr _).symm
    have h2 := hΘ (b j)
    rw [h1, map_sum] at h2
    simp only [LinearMap.map_smulₛₗ] at h2
    have h3 := congrArg (b.coord i) h2
    simp only [map_sum, map_smul, map_neg, smul_eq_mul] at h3
    simp only [b.coord_apply, b.repr_self] at h3
    rw [Matrix.mul_apply, Matrix.neg_apply, Matrix.one_apply]
    calc ∑ k, U i k * (U.map conj) k j = ∑ k, conj (U k j) * b.repr (Θ (b k)) i :=
          Finset.sum_congr rfl fun k _ => mul_comm _ _
      _ = -(if i = j then 1 else 0) := by
          rw [h3, Finsupp.single_apply]
          by_cases hij : i = j
          · subst hij; simp
          · simp [hij, Ne.symm hij]
  have hd : (U.map conj).det = conj U.det := by rw [RingHom.map_det]; rfl
  have h := congrArg Matrix.det hU
  by_contra hodd
  rw [Matrix.det_mul, hd, Matrix.det_neg, Matrix.det_one, mul_one, Fintype.card_fin,
    (Nat.not_even_iff_odd.1 hodd).neg_one_pow, Complex.mul_conj] at h
  have h' : normSq U.det = -1 := by exact_mod_cast h
  linarith [normSq_nonneg U.det]
```

## (g) Kramers within a real sector

*Task.* Let \(\Theta\) be antilinear on \(\mathbb C^N\) with \(\Theta^2=-1\) and \(\Theta M=M\Theta\), and let \(\bar\mu=\mu\). Show that \(\dim E_\mu(M)\) is even.

*Solution.* If \(Mv=\mu v\), then \(M\Theta v=\Theta Mv=\Theta(\mu v)=\bar\mu\,\Theta v=\mu\,\Theta v\). So \(\Theta\) restricts to \(E_\mu(M)\), still with square \(-1\), and (f) applies. This computation is `hmem`, and `Θ'` is the restriction.

A tempting error is to pull \(\mu\) through \(\Theta\) without conjugating it. At \(k=0\) the eigenvalues of \(S\) are \(\pm i\), and a commuting \(\Theta\) exchanges the two sectors, so (g) does not apply there. Since \(\mu(k)=\sin\frac k2+i\cos\frac k2\) is real on \([0,2\pi]\) only at \(k=\pi\), that is the one point where (g) applies to the sector \(E_{\mu(k)}(S(k))\).

```lean
/-- If an antilinear `Θ` with `Θ² = -1` commutes with `M`, the sector of `M` for a real value
`μ` has even dimension. -/
theorem kramers_sector {M : Matrix n n ℂ} {μ : ℂ} (hμ : conj μ = μ)
    (Θ : (n → ℂ) →ₗ⋆[ℂ] (n → ℂ)) (hΘ : ∀ v, Θ (Θ v) = -v)
    (hc : ∀ v, Θ (M *ᵥ v) = M *ᵥ Θ v) : Even (Module.finrank ℂ (sector M μ)) := by
  have hmem : ∀ v ∈ sector M μ, Θ v ∈ sector M μ := fun v hv => by
    rw [mem_sector, ← hc v, mem_sector.1 hv, LinearMap.map_smulₛₗ, hμ]
  let Θ' : sector M μ →ₗ⋆[ℂ] sector M μ :=
    { toFun := fun v => ⟨Θ v.1, hmem v.1 v.2⟩
      map_add' := fun x y => Subtype.ext (map_add Θ x.1 y.1)
      map_smul' := fun c x => Subtype.ext (Θ.map_smulₛₗ c x.1) }
  exact kramers_even Θ' fun v => Subtype.ext (hΘ v.1)
```

## (h) The filling theorem

*Task.* For a screw family, show that \(\operatorname{tr}S(k)=0\) on \([0,2\pi]\), and that \(4\mid N\) whenever some antilinear \(\Theta\) with \(\Theta^2=-1\) commutes with \(S(\pi)\).

*Solution.* By (c) and (e), \(\operatorname{tr}S(k)=\mu(k)\,(2d(k)-N)=0\). At \(k=\pi\), \(\mu(\pi)=1\) is real, so (g) gives \(d(\pi)=2m\) for a natural number \(m\), and (e) gives \(N=2d(\pi)=4m\), which `omega` concludes from `hh` and `hm`.

In `screw_filling` the trace statement needs only `hS`; time reversal enters the second conjunct alone. There \(\Theta\) stands for spin-½ time reversal at \(k=\pi\), a momentum it maps to itself up to a reciprocal lattice vector, and both \(\Theta^2=-1\) and the commutation with \(S(\pi)\) are hypotheses. The conclusion is a necessary condition on the number of bands in an isolated set along one line. It does not say that four bands are degenerate at some momentum, that a filling divisible by four produces a gap, or anything about interacting electrons.

```lean
/-- A spinful screw family is traceless at every `k` in `[0, 2π]`, and if an antilinear `Θ` with
`Θ² = -1` commutes with `S π`, the number of bands is a multiple of four. -/
theorem screw_filling {S : ℝ → Matrix n n ℂ} (hS : IsScrewFamily S) :
    (∀ k ∈ Icc 0 (2 * π), (S k).trace = 0) ∧
    ∀ Θ : (n → ℂ) →ₗ⋆[ℂ] (n → ℂ), (∀ v, Θ (Θ v) = -v) →
      (∀ v, Θ (S π *ᵥ v) = S π *ᵥ Θ v) → 4 ∣ Fintype.card n := by
  obtain ⟨hne, hsq, -, hpi⟩ := branch_spec
  refine ⟨fun k hk => ?_, fun Θ hΘ hc => ?_⟩
  · rw [trace_of_sq (hne k) (by rw [hsq]; exact hS.square k hk), ← sector_half hS hk]
    push_cast
    ring
  · have hh := sector_half hS (k := π) ⟨Real.pi_pos.le, by linarith [Real.pi_pos]⟩
    obtain ⟨m, hm⟩ := kramers_sector (μ := branch π) (by rw [hpi, map_one]) Θ hΘ hc
    omega
```

## (i) A four-band model

*Task.* Take two sites \(A,B\) with spin, basis \(A{\uparrow},A{\downarrow},B{\uparrow},B{\downarrow}\) indexed \(0,1,2,3\), and, with Pauli matrices \(\sigma_y,\sigma_z\),
\[
S(k)=\begin{pmatrix}0&e^{-ik}\\1&0\end{pmatrix}\otimes i\sigma_z,\qquad \Theta=(\mathbb 1\otimes i\sigma_y)K .
\]
Show that \(S\) is a screw family of unitary matrices, and that \(\Theta\) is antiunitary, squares to \(-1\) and commutes with \(S(\pi)\).

*Solution.* The entries are continuous and \(2\pi\)-periodic. The site factor squares to \(e^{-ik}\mathbb 1\) and \((i\sigma_z)^2=-\mathbb 1\), which gives the square. Both factors are unitary because \(|e^{-ik}|=1\). Explicitly \(\Theta v=(\bar v_1,-\bar v_0,\bar v_3,-\bar v_2)\), so \(\Theta^2v=-v\), and \(\langle\Theta v,\Theta w\rangle=\sum_iv_i\bar w_i=\overline{\langle v,w\rangle}\) for \(\langle v,w\rangle=\sum_i\bar v_iw_i\), written `star v ⬝ᵥ w`. At \(k=\pi\), \(S(\pi)v=(-iv_2,\,iv_3,\,iv_0,\,-iv_1)\), and
\[
\Theta S(\pi)v=(-i\bar v_3,\,-i\bar v_2,\,i\bar v_1,\,i\bar v_0)=S(\pi)\Theta v .
\]

The explicit eigenvectors that follow are worked on paper and are not part of the Lean statement. The sector of \(S(\pi)\) for \(\mu(\pi)=1\) is spanned by \(u_1=(1,0,i,0)/\sqrt2\) and \(u_2=(0,1,0,-i)/\sqrt2\), so \(d(\pi)=2=N/2\), and \(\Theta u_1=-u_2\), \(\Theta u_2=u_1\): the sector is one Kramers pair. At \(k=0\) the vector \((1,0,1,0)/\sqrt2\) has eigenvalue \(i\), and \(\Theta\) sends it to \(-(0,1,0,1)/\sqrt2\), which has eigenvalue \(-i\).

The matrix is `screwModel` and the antilinear map is `spinFlip`.

```lean
/-- Two sites with spin, basis `A↑, A↓, B↑, B↓`: the matrix `[[0, exp(-ik)], [1, 0]] ⊗ iσ_z`. -/
def screwModel (k : ℝ) : Matrix (Fin 4) (Fin 4) ℂ :=
  !![0, 0, I * exp (-(k * I)), 0; 0, 0, 0, -(I * exp (-(k * I))); I, 0, 0, 0; 0, -I, 0, 0]

/-- Spin-1/2 time reversal `iσ_y K` on each of the two sites. -/
def spinFlip : (Fin 4 → ℂ) →ₗ⋆[ℂ] (Fin 4 → ℂ) where
  toFun v := ![conj (v 1), -conj (v 0), conj (v 3), -conj (v 2)]
  map_add' x y := by ext i; fin_cases i <;> simp <;> ring
  map_smul' c x := by ext i; fin_cases i <;> simp
```

The theorem `screw_filling_witness` checks continuity, the square, unitarity, \(\Theta^2=-1\) and the commutation entry by entry with `fin_cases`, periodicity by rewriting \(e^{-2\pi i}=e^{0}\), and antiunitarity by expanding the four-term sums; `hz` is \(|e^{-ik}|^2=1\) and `he` is \(e^{-i\pi}=-1\).

```lean
/-- The four-band model is a unitary screw family, and `spinFlip` is antiunitary, squares to
`-1` and commutes with it at `k = π`. -/
theorem screw_filling_witness : IsScrewFamily screwModel ∧
    (∀ k, (screwModel k)ᴴ * screwModel k = 1) ∧
    (∀ v w, star (spinFlip v) ⬝ᵥ spinFlip w = conj (star v ⬝ᵥ w)) ∧
    (∀ v, spinFlip (spinFlip v) = -v) ∧
    ∀ v, spinFlip (screwModel π *ᵥ v) = screwModel π *ᵥ spinFlip v := by
  refine ⟨⟨Continuous.continuousOn (continuous_matrix fun i j => ?_), fun k _ => ?_, ?_⟩,
    fun k => ?_, fun v w => ?_, fun v => ?_, fun v => ?_⟩
  · fin_cases i <;> fin_cases j <;> simp [screwModel] <;> fun_prop
  · ext i j
    fin_cases i <;> fin_cases j <;> simp [screwModel, Matrix.mul_apply, Fin.sum_univ_four] <;>
      linear_combination exp (-(k * I)) * I_mul_I
  · have h : exp (-(((2 * π : ℝ) : ℂ) * I)) = exp (-(((0 : ℝ) : ℂ) * I)) := by
      push_cast
      rw [Complex.exp_neg, exp_two_pi_mul_I]
      simp
    simp only [screwModel, h]
  · have hz : conj (exp (-(k * I))) * exp (-(k * I)) = 1 := by
      rw [← exp_conj, ← Complex.exp_add]; simp
    unfold screwModel
    generalize exp (-(k * I)) = z at hz ⊢
    ext i j
    fin_cases i <;> fin_cases j <;> simp [Matrix.mul_apply, Fin.sum_univ_four] <;>
      linear_combination hz - conj z * z * I_mul_I
  · simp [spinFlip, dotProduct, Fin.sum_univ_four]
    ring
  · ext i
    fin_cases i <;> simp [spinFlip]
  · have he : exp (-(π * I)) = -1 := by rw [Complex.exp_neg, exp_pi_mul_I]; simp
    ext i
    fin_cases i <;>
      simp [spinFlip, screwModel, he, Matrix.mulVec, dotProduct, Fin.sum_univ_four]

end ScrewFilling
```

```lean
#print axioms ScrewFilling.screw_filling
-- 'ScrewFilling.screw_filling' depends on axioms: [propext, Classical.choice, Quot.sound]
```
